# Dzyaloshinskii–Moriya exchange without symmetric anisotropy splits the triplet of two spins one half

For two spins one half and any real $t$, the operator

$$\cos t\;\mathbf S_1\cdot\mathbf S_2+\sin t\,(\mathbf S_1\times\mathbf S_2)_z+(1-\cos t)\,S_{1z}S_{2z}$$

has the eigenvalue $1/4$ three times and $-3/4$ once, exactly like $\mathbf S_1\cdot\mathbf S_2$. If the last term is dropped, one of the three equal levels moves away from the other two by $(1-\cos t)/2$. Whenever $\sin t\neq0$, no threefold level is left, and the truncated operator has a zero-field splitting that the full operator does not have.

Both statements are special cases of the spectrum of

$$H(J,D,\Gamma)=J\,\mathbf S_1\cdot\mathbf S_2+D\,(\mathbf S_1\times\mathbf S_2)_z+\Gamma\,S_{1z}S_{2z},$$

where the real numbers $J$, $D$ and $\Gamma$ are the isotropic exchange, the Dzyaloshinskii–Moriya coupling and the symmetric anisotropy. In this convention the anisotropy changes only the coupling of the $z$ components. If it is defined as traceless instead, the isotropic exchange is $J+\Gamma/3$, and this is the value that remains when the anisotropy is dropped. The result matters when exchange parameters are extracted from two-component calculations: in this two-spin model, with both anisotropic terms along $z$, keeping a non-zero $D$ and setting $\Gamma=0$ rules out a threefold level, even if the calculated triplet is unsplit.

```lean
import Mathlib

open Matrix
open scoped Kronecker

namespace AnisotropicExchange

noncomputable section
```

## Two spins and their coupling

Spins are measured in units of $\hbar$, and the basis of one spin is up, then down, with Lean indices 0 and 1. The three components are half the Pauli matrices. The first is

$$s_x=\tfrac12\begin{pmatrix}0&1\\1&0\end{pmatrix}.$$

```lean
/-- The x component of a spin one half. -/
def sx : Matrix (Fin 2) (Fin 2) ℂ := !![0, 1/2; 1/2, 0]
```

The second carries the imaginary entries that will make the Dzyaloshinskii–Moriya amplitude complex:

$$s_y=\tfrac12\begin{pmatrix}0&-i\\i&0\end{pmatrix}.$$

```lean
/-- The y component of a spin one half. -/
def sy : Matrix (Fin 2) (Fin 2) ℂ := !![0, -Complex.I/2; Complex.I/2, 0]
```

The third is diagonal:

$$s_z=\tfrac12\begin{pmatrix}1&0\\0&-1\end{pmatrix}.$$

```lean
/-- The z component of a spin one half. -/
def sz : Matrix (Fin 2) (Fin 2) ℂ := !![1/2, 0; 0, -1/2]
```

The pair lives in the four-dimensional product space, whose basis states are labelled by pairs of one-spin indices. An operator $A$ on the first spin becomes $A\otimes 1$.

```lean
/-- A one-spin operator acting on the first spin of the pair. -/
def site1 (A : Matrix (Fin 2) (Fin 2) ℂ) : Matrix (Fin 2 × Fin 2) (Fin 2 × Fin 2) ℂ :=
  A ⊗ₖ (1 : Matrix (Fin 2) (Fin 2) ℂ)
```

On the second spin it becomes $1\otimes A$.

```lean
/-- A one-spin operator acting on the second spin of the pair. -/
def site2 (A : Matrix (Fin 2) (Fin 2) ℂ) : Matrix (Fin 2 × Fin 2) (Fin 2 × Fin 2) ℂ :=
  (1 : Matrix (Fin 2) (Fin 2) ℂ) ⊗ₖ A
```

With $S_{1a}=s_a\otimes1$ and $S_{2a}=1\otimes s_a$, the Hamiltonian contains

$$\mathbf S_1\cdot\mathbf S_2=S_{1x}S_{2x}+S_{1y}S_{2y}+S_{1z}S_{2z},\qquad(\mathbf S_1\times\mathbf S_2)_z=S_{1x}S_{2y}-S_{1y}S_{2x}.$$

Positive $J$ is therefore antiferromagnetic, and exchanging the two spins reverses the sign of $D$. The couplings are given numbers: nothing here derives them from a relativistic electronic Hamiltonian. There is no magnetic field, and other spin lengths or further anisotropy components would need a larger model.

```lean
/-- The exchange Hamiltonian `J S1·S2 + D (S1 × S2)_z + Γ S1_z S2_z`. -/
def exchange (J D Γ : ℝ) : Matrix (Fin 2 × Fin 2) (Fin 2 × Fin 2) ℂ :=
  (J : ℂ) • (site1 sx * site2 sx + site1 sy * site2 sy + site1 sz * site2 sz)
    + (D : ℂ) • (site1 sx * site2 sy - site1 sy * site2 sx)
    + (Γ : ℂ) • (site1 sz * site2 sz)
```

The energy levels are the roots of $\det(x-H)$, each listed as often as it occurs. In Lean, `levels` is a multiset of complex numbers, so it records degeneracies but neither an order nor the eigenvectors.

```lean
/-- The energy levels of a two-spin operator: the roots of its characteristic polynomial,
counted with multiplicity. -/
def levels (H : Matrix (Fin 2 × Fin 2) (Fin 2 × Fin 2) ℂ) : Multiset ℂ := H.charpoly.roots
```

To write $H$ as a $4\times4$ matrix, the product states are put in the order $\uparrow\uparrow,\ \uparrow\downarrow,\ \downarrow\uparrow,\ \downarrow\downarrow$.

```lean
/-- The product basis in the order up-up, up-down, down-up, down-down. -/
def order : Fin 4 → Fin 2 × Fin 2 := ![(0, 0), (0, 1), (1, 0), (1, 1)]
```

## The matrix in the product basis

Every term of $H$ is a product of one operator on each spin, and

$$(A\otimes1)(1\otimes B)=A\otimes B.$$

The lemma is the mixed-product rule for Kronecker products, followed by removal of the two identity factors.

```lean
/-- A product of operators on different spins is their Kronecker product. -/
theorem site_mul (A B : Matrix (Fin 2) (Fin 2) ℂ) : site1 A * site2 B = A ⊗ₖ B := by
  rw [site1, site2, ← Matrix.mul_kronecker_mul, mul_one, one_mul]
```

Since each $s_a$ is Hermitian, so is each product $s_a\otimes s_b$, because $(s_a\otimes s_b)^\dagger=s_a^\dagger\otimes s_b^\dagger$. A combination of such products with real coefficients is Hermitian too. The roots counted by `levels` are thus the real eigenvalues of an observable, with their usual degeneracies. The proof checks the three one-spin matrices entry by entry (`hx`, `hy`, `hz`) and then takes the adjoint term by term.

```lean
/-- The exchange Hamiltonian is Hermitian for real couplings. -/
theorem exchange_isHermitian (J D Γ : ℝ) : (exchange J D Γ).IsHermitian := by
  have hx : sxᴴ = sx := by
    ext i j; fin_cases i <;> fin_cases j <;> simp [sx]
  have hy : syᴴ = sy := by
    ext i j; fin_cases i <;> fin_cases j <;> simp [sy]
  have hz : szᴴ = sz := by
    ext i j; fin_cases i <;> fin_cases j <;> simp [sz]
  unfold Matrix.IsHermitian
  simp [exchange, site_mul, Matrix.conjTranspose_kronecker, hx, hy, hz]
```

The matrix elements follow from those of the one-spin operators. The operator $S_{1z}S_{2z}$ is diagonal, with value $1/4$ for parallel and $-1/4$ for antiparallel spins, which gives the diagonal entries $\pm(J+\Gamma)/4$. Between $\uparrow\downarrow$ and $\downarrow\uparrow$,

$$\langle\uparrow\downarrow|S_{1x}S_{2x}+S_{1y}S_{2y}|\downarrow\uparrow\rangle=\tfrac14+\tfrac14=\tfrac12,$$

$$\langle\uparrow\downarrow|S_{1x}S_{2y}-S_{1y}S_{2x}|\downarrow\uparrow\rangle=\tfrac12\cdot\tfrac i2-\left(-\tfrac i2\right)\cdot\tfrac12=\tfrac i2.$$

Between $\uparrow\uparrow$ and $\downarrow\downarrow$ the corresponding contributions cancel: $\tfrac14-\tfrac14=0$ in the first operator, and two equal products are subtracted in the second. All remaining elements vanish, so

$$H=\begin{pmatrix}\frac{J+\Gamma}4&0&0&0\\0&-\frac{J+\Gamma}4&\frac{J+iD}2&0\\0&\frac{J-iD}2&-\frac{J+\Gamma}4&0\\0&0&0&\frac{J+\Gamma}4\end{pmatrix}.$$

In the statement, `submatrix order order` reads the operator in the chosen basis order. The proof runs through the sixteen entries and uses $i^2=-1$ where two factors of $s_y$ meet.

```lean
/-- In the product basis the exchange Hamiltonian couples only up-down and down-up,
with the complex amplitude `(J + iD)/2`. -/
theorem exchange_matrix (J D Γ : ℝ) :
    (exchange J D Γ).submatrix order order =
      !![((J : ℂ) + Γ)/4, 0, 0, 0;
         0, -((J : ℂ) + Γ)/4, (J + Complex.I * D)/2, 0;
         0, (J - Complex.I * D)/2, -((J : ℂ) + Γ)/4, 0;
         0, 0, 0, ((J : ℂ) + Γ)/4] := by
  have hI := Complex.I_mul_I
  ext i j
  fin_cases i <;> fin_cases j <;>
    simp [exchange, site_mul, order, sx, sy, sz, Matrix.kroneckerMap_apply] <;> grind
```

## The four levels

Subtracting $H$ from $x$ times the identity leaves two equal corners $a=x-(J+\Gamma)/4$ and a central $2\times2$ block with diagonal entries $b=x+(J+\Gamma)/4$. If $c$ and $d$ are the off-diagonal entries of that block, the determinant is $a^2(b^2-cd)$. Here

$$cd=\frac{(J+iD)(J-iD)}4=\frac{J^2+D^2}4,$$

and therefore

$$\det(x-H)=\left(x-\tfrac{J+\Gamma}4\right)^2\left[\left(x+\tfrac{J+\Gamma}4\right)^2-\tfrac{J^2+D^2}4\right].$$

In the proof, `hblock` is the block formula and `hmat` is the explicit matrix of $x-H$. Relabelling the basis by the bijection `e` leaves the determinant unchanged, and the last line multiplies out $cd$.

```lean
/-- The secular determinant of the exchange Hamiltonian in factored form. -/
theorem secular_det (J D Γ : ℝ) (x : ℂ) :
    (x • (1 : Matrix (Fin 2 × Fin 2) (Fin 2 × Fin 2) ℂ) - exchange J D Γ).det =
      (x - (J + Γ)/4)^2 * ((x + (J + Γ)/4)^2 - ((J : ℂ)^2 + D^2)/4) := by
  -- determinant of a matrix with one 2×2 block and two equal corners
  have hblock : ∀ a b c d : ℂ,
      (!![a, 0, 0, 0; 0, b, c, 0; 0, d, b, 0; 0, 0, 0, a]).det = a^2 * (b^2 - c * d) := by
    intro a b c d
    simp [Matrix.det_succ_row_zero, Fin.sum_univ_succ, Fin.succAbove]
    ring
  let e : Fin 4 ≃ Fin 2 × Fin 2 := Equiv.ofBijective order (by decide)
  have hmat : (x • (1 : Matrix (Fin 2 × Fin 2) (Fin 2 × Fin 2) ℂ)
      - exchange J D Γ).submatrix e e =
      !![x - (J + Γ)/4, 0, 0, 0;
         0, x + (J + Γ)/4, -((J + Complex.I * D)/2), 0;
         0, -((J - Complex.I * D)/2), x + (J + Γ)/4, 0;
         0, 0, 0, x - (J + Γ)/4] := by
    change x • ((1 : Matrix (Fin 2 × Fin 2) (Fin 2 × Fin 2) ℂ).submatrix e e)
      - (exchange J D Γ).submatrix order order = _
    rw [Matrix.submatrix_one_equiv, exchange_matrix]
    ext i j
    fin_cases i <;> fin_cases j <;> simp <;> ring
  rw [← Matrix.det_submatrix_equiv_self e, hmat, hblock]
  linear_combination (x - (J + Γ)/4)^2 * (D : ℂ)^2 / 4 * Complex.I_sq
```

Let $R$ be a real number with $R^2=J^2+D^2$. The square bracket is then a difference of squares, and the determinant splits into four linear factors. Their zeros are

$$\frac{J+\Gamma}4\ \text{(twice)},\qquad-\frac{J+\Gamma}4+\frac R2,\qquad-\frac{J+\Gamma}4-\frac R2.$$

The first belongs to the parallel states $\uparrow\uparrow$ and $\downarrow\downarrow$, the other two to superpositions of $\uparrow\downarrow$ and $\downarrow\uparrow$. Either sign of $R$ may be chosen, since it only exchanges the last two entries.

The proof shows that the characteristic polynomial and the product of the four linear factors take the same value at every complex $x$. They are therefore the same polynomial, and the roots can be read off from the factors.

```lean
/-- With `R² = J² + D²`, the exchange Hamiltonian has the level `(J + Γ)/4` twice and the
levels `-(J + Γ)/4 ± R/2`. -/
theorem levels_exchange {J D Γ R : ℝ} (hR : R^2 = J^2 + D^2) :
    levels (exchange J D Γ) =
      {((J : ℂ) + Γ)/4, ((J : ℂ) + Γ)/4,
        -((J : ℂ) + Γ)/4 + (R : ℂ)/2, -((J : ℂ) + Γ)/4 - (R : ℂ)/2} := by
  have hRc : (R : ℂ)^2 = (J : ℂ)^2 + (D : ℂ)^2 := by exact_mod_cast hR
  have h : (exchange J D Γ).charpoly =
      (Multiset.map (fun a : ℂ => Polynomial.X - Polynomial.C a)
        {((J : ℂ) + Γ)/4, ((J : ℂ) + Γ)/4,
          -((J : ℂ) + Γ)/4 + (R : ℂ)/2, -((J : ℂ) + Γ)/4 - (R : ℂ)/2}).prod := by
    apply Polynomial.funext
    intro x
    rw [Matrix.eval_charpoly, Matrix.scalar_apply, ← Matrix.smul_one_eq_diagonal, secular_det]
    simp only [Multiset.insert_eq_cons, Multiset.map_cons, Multiset.map_singleton,
      Multiset.prod_cons, Multiset.prod_singleton, Polynomial.eval_mul, Polynomial.eval_sub,
      Polynomial.eval_X, Polynomial.eval_C]
    linear_combination (x - (J + Γ)/4)^2 / 4 * hRc
  rw [levels, h, Polynomial.roots_multiset_prod_X_sub_C]
```

## When three levels coincide

The parallel states already supply a pair of equal levels. A level that is at least threefold requires one of the other two to join that pair:

$$\frac{J+\Gamma}4=-\frac{J+\Gamma}4\pm\frac R2\quad\Longleftrightarrow\quad J+\Gamma=\pm R.$$

One of the two signs holds exactly when

$$(J+\Gamma)^2=J^2+D^2.$$

The Lean statement expresses the degeneracy by saying that some number `E` occurs at least three times in `levels (exchange J D Γ)`. The auxiliary fact `hcount` is the counting step: in a list $a,a,b,c$ some value occurs three times exactly when $a=b$ or $a=c$. The theorem then takes $R=\sqrt{J^2+D^2}$ and treats the two signs separately, in both directions.

```lean
/-- Some level is at least threefold degenerate exactly when the symmetric anisotropy `Γ`
satisfies `(J + Γ)² = J² + D²`. -/
theorem threefold_iff (J D Γ : ℝ) :
    (∃ E, 3 ≤ (levels (exchange J D Γ)).count E) ↔ (J + Γ)^2 = J^2 + D^2 := by
  -- a doubly occurring level becomes threefold only by meeting one of the other two
  have hcount : ∀ a b c : ℂ,
      (∃ E, 3 ≤ ({a, a, b, c} : Multiset ℂ).count E) ↔ a = b ∨ a = c := by
    intro a b c
    simp only [Multiset.insert_eq_cons, Multiset.count_cons, Multiset.count_singleton]
    constructor
    · rintro ⟨E, hE⟩
      grind
    · intro h
      refine ⟨a, ?_⟩
      grind
  obtain ⟨R, hR⟩ : ∃ R : ℝ, R^2 = J^2 + D^2 :=
    ⟨Real.sqrt (J^2 + D^2), Real.sq_sqrt (by positivity)⟩
  rw [levels_exchange hR, hcount]
  constructor
  · rintro (h | h)
    · have h' : (J + Γ)/4 = -(J + Γ)/4 + R/2 := by exact_mod_cast h
      have hs : J + Γ = R := by linarith
      rw [hs, hR]
    · have h' : (J + Γ)/4 = -(J + Γ)/4 - R/2 := by exact_mod_cast h
      have hs : J + Γ = -R := by linarith
      rw [hs, neg_sq, hR]
  · intro h
    rw [← hR] at h
    rcases sq_eq_sq_iff_eq_or_eq_neg.mp h with h | h
    · have hc : (J : ℂ) + Γ = R := by exact_mod_cast h
      left
      linear_combination hc / 2
    · have hc : (J : ℂ) + Γ = -R := by exact_mod_cast h
      right
      linear_combination hc / 2
```

For $\Gamma=0$ the condition becomes $J^2=J^2+D^2$, that is, $D=0$. Any non-zero Dzyaloshinskii–Moriya coupling without symmetric anisotropy thus excludes a threefold level, whatever the value or sign of $J$.

```lean
/-- Without symmetric anisotropy, an at least threefold level exists exactly when the
Dzyaloshinskii-Moriya coupling `D` vanishes. -/
theorem threefold_without_anisotropy_iff (J D : ℝ) :
    (∃ E, 3 ≤ (levels (exchange J D 0)).count E) ↔ D = 0 := by
  rw [threefold_iff]
  constructor
  · intro h
    have hD : D^2 = 0 := by linarith [h, add_zero J, congrArg (· ^ 2) (add_zero J)]
    exact pow_eq_zero_iff two_ne_zero |>.mp hD
  · rintro rfl
    ring
```

## Keeping part of the anisotropy

Now take $J=\cos t$ and $D=\sin t$. Together with $\Gamma=1-\cos t$, these couplings give the operator $S_{1x}S'_{2x}+S_{1y}S'_{2y}+S_{1z}S_{2z}$, where $S'_{2x}=\cos t\,S_{2x}+\sin t\,S_{2y}$ and $S'_{2y}=\cos t\,S_{2y}-\sin t\,S_{2x}$ are the components of the second spin along axes turned by the angle $t$ about $z$. This is isotropic exchange of unit strength between the first spin and the second spin described by its turned components, which obey the same commutation relations. This is the physical reason to expect an unsplit triplet, although the derivation below uses only the general level formula.

Let a real number $\kappa$ be the retained fraction of the anisotropy, so that $\Gamma=\kappa(1-\cos t)$, and set

$$\delta=\frac{(1-\kappa)(1-\cos t)}4.$$

Then $J^2+D^2=1$ allows $R=1$, and

$$J+\Gamma=\cos t+\kappa(1-\cos t)=1-(1-\kappa)(1-\cos t)=1-4\delta.$$

Substitution in the general formula gives the levels

$$\tfrac14-\delta\ \text{(twice)},\qquad\tfrac14+\delta,\qquad-\tfrac34+\delta.$$

For $\kappa=1$ the shift $\delta$ vanishes, which gives the spectrum of the full operator: $1/4$ three times and $-3/4$ once. For other $\kappa$ the former triplet is split by $2\delta=(1-\kappa)(1-\cos t)/2$, so the error is proportional to the missing fraction.

In Lean, `hδ` is the definition of $\delta$ and `hs` is the computation of $J+\Gamma$. The proof then applies `levels_exchange` with `R := 1` and simplifies the three distinct entries.

```lean
/-- For `J = cos t`, `D = sin t` and a fraction `κ` of the anisotropy `1 - cos t`, the levels
are `1/4 - δ` twice, `1/4 + δ` and `-3/4 + δ`, where `δ = (1 - κ)(1 - cos t)/4`. -/
theorem levels_partial_anisotropy (t κ δ : ℝ) (hδ : δ = (1 - κ) * (1 - Real.cos t) / 4) :
    levels (exchange (Real.cos t) (Real.sin t) (κ * (1 - Real.cos t))) =
      {1/4 - (δ : ℂ), 1/4 - (δ : ℂ), 1/4 + (δ : ℂ), -3/4 + (δ : ℂ)} := by
  have hs : ((Real.cos t : ℝ) : ℂ) + ((κ * (1 - Real.cos t) : ℝ) : ℂ) = 1 - 4 * (δ : ℂ) := by
    rw [hδ]
    push_cast
    ring
  rw [levels_exchange (R := 1) (by linarith [Real.sin_sq_add_cos_sq t]), hs,
    Complex.ofReal_one,
    show (1 - 4 * (δ : ℂ))/4 = 1/4 - δ by ring,
    show -(1 - 4 * (δ : ℂ))/4 + 1/2 = 1/4 + δ by ring,
    show -(1 - 4 * (δ : ℂ))/4 - 1/2 = -3/4 + δ by ring]
```

## Dropping it altogether

With $\Gamma=0$ the general formula gives $\cos t/4$ twice, together with $-\cos t/4+1/2$ and $-\cos t/4-1/2$. The distance from the pair to the upper of these two levels is

$$\left(-\frac{\cos t}4+\frac12\right)-\frac{\cos t}4=\frac{1-\cos t}2.$$

For small $t$ the Dzyaloshinskii–Moriya coupling is close to $t$, the dropped anisotropy to $t^2/2$ and the spurious splitting to $t^2/4$. The omitted term is of second order, but so is the splitting that it would have removed.

At $t=\pi$ the coupling $D$ vanishes and a threefold level must reappear. It does: the levels are $-1/4$ three times and $3/4$ once. The pair is now joined by the fourth level, while the level that left the original triplet lies a full unit higher. The distance $(1-\cos t)/2$ therefore always separates the pair from the third listed level, and it signals a lifted threefold degeneracy whenever $\sin t\neq0$.

The theorem writes the third level as the pair's energy plus this distance, so that the splitting can be read directly from the statement. Its proof again sets `R := 1` and rewrites that one entry.

```lean
/-- For `J = cos t`, `D = sin t` and no symmetric anisotropy, the level `(cos t)/4` occurs
twice, a third level lies at a distance `(1 - cos t)/2` above it, and the fourth is
`-(cos t)/4 - 1/2`. -/
theorem levels_dropped_anisotropy (t : ℝ) :
    levels (exchange (Real.cos t) (Real.sin t) 0) =
      {((Real.cos t : ℝ) : ℂ)/4, ((Real.cos t : ℝ) : ℂ)/4,
        ((Real.cos t : ℝ) : ℂ)/4 + (1 - ((Real.cos t : ℝ) : ℂ))/2,
        -((Real.cos t : ℝ) : ℂ)/4 - 1/2} := by
  rw [levels_exchange (R := 1) (by linarith [Real.sin_sq_add_cos_sq t]),
    Complex.ofReal_one, Complex.ofReal_zero, add_zero,
    show -((Real.cos t : ℝ) : ℂ)/4 + 1/2 =
      ((Real.cos t : ℝ) : ℂ)/4 + (1 - ((Real.cos t : ℝ) : ℂ))/2 by ring]

end

end AnisotropicExchange
```

```lean
#print axioms AnisotropicExchange.exchange_isHermitian
#print axioms AnisotropicExchange.threefold_without_anisotropy_iff
#print axioms AnisotropicExchange.levels_partial_anisotropy
#print axioms AnisotropicExchange.levels_dropped_anisotropy
```

```
'AnisotropicExchange.exchange_isHermitian' depends on axioms: [propext, Classical.choice, Quot.sound]
'AnisotropicExchange.threefold_without_anisotropy_iff' depends on axioms: [propext, Classical.choice, Quot.sound]
'AnisotropicExchange.levels_partial_anisotropy' depends on axioms: [propext, Classical.choice, Quot.sound]
'AnisotropicExchange.levels_dropped_anisotropy' depends on axioms: [propext, Classical.choice, Quot.sound]
```
